# Cutting a three-site chain with unit hopping and zero on-site energies to its first two sites lowers the end site's fourth Hamiltonian moment from 2 to 1

The failing declaration, `chain3_sharp`, concerns a single-particle Hamiltonian on an open chain of three sites, with hopping 1 between neighbours and zero on-site energies. It states that the site indices 0, 1, 2 serve as layer numbers around the end site 0, with the Hamiltonian coupling only sites whose layers differ by at most one, and that the fragment {0, 1} contains every site in layers 0 and 1. It also states that the diagonal entry of the fourth power of the Hamiltonian at site 0 is 1 in the fragment but 2 in the full chain. The attempt leaves most of these finite checks to `decide`, and for the fragment's entry it first uses `maskedVec_inside` to pass to the masked recursion, which applies the full Hamiltonian and deletes amplitudes outside the fragment at each step.

Lean 4 with Mathlib refuses this proof:

```lean
import Mathlib

open Matrix Finset

namespace MaskedFragmentRecursion

variable {n R : Type*} [Fintype n] [DecidableEq n] [CommRing R]

/-- The Hamiltonian restricted to the sites of the fragment `S` (core plus halo). -/
def fragment (H : Matrix n n R) (S : Finset n) : Matrix S S R :=
  H.submatrix (fun a => (a : n)) (fun a => (a : n))

/-- The diagonal indicator of `S`: it keeps amplitudes on `S` and deletes all others. -/
def mask (S : Finset n) : Matrix n n R :=
  Matrix.diagonal (fun a => if a ∈ S then 1 else 0)

/-- The masked recursion: start from the unit vector at site `i`, then repeatedly apply
the full Hamiltonian and delete the amplitudes outside `S`. -/
def maskedVec (H : Matrix n n R) (S : Finset n) (i : n) : ℕ → n → R
  | 0 => Pi.single i 1
  | k + 1 => mask S *ᵥ (H *ᵥ maskedVec H S i k)

/-- Layer numbers `d` around site `i`: the site `i` is in layer zero, and `H` couples only
sites whose layers differ by at most one. -/
def IsLayering (H : Matrix n n R) (i : n) (d : n → ℕ) : Prop :=
  d i = 0 ∧ ∀ a b, H a b ≠ 0 → d a ≤ d b + 1 ∧ d b ≤ d a + 1

/-- One masked step, site by site: hopping into `S` is kept, hopping out of `S` is deleted. -/
theorem maskedVec_succ_apply (H : Matrix n n R) (S : Finset n) (i : n) (k : ℕ) (a : n) :
    maskedVec H S i (k + 1) a =
      if a ∈ S then ∑ b, H a b * maskedVec H S i k b else 0 := by
  change ((mask S : Matrix n n R) *ᵥ (H *ᵥ maskedVec H S i k)) a = _
  rw [mask, Matrix.mulVec_diagonal]
  split_ifs <;> simp [Matrix.mulVec, dotProduct]

/-- Started inside `S`, the masked recursion never has amplitude outside `S`. -/
theorem maskedVec_outside (H : Matrix n n R) {S : Finset n} {i : n} (hi : i ∈ S)
    (k : ℕ) {a : n} (ha : a ∉ S) : maskedVec H S i k a = 0 := by
  cases k with
  | zero =>
    have hne : a ≠ i := fun h => ha (h ▸ hi)
    simp [maskedVec, hne]
  | succ k => rw [maskedVec_succ_apply, if_neg ha]

/-- On `S`, the `k`-th masked vector is column `i` of the `k`-th power of the fragment
Hamiltonian. -/
theorem maskedVec_inside (H : Matrix n n R) {S : Finset n} {i : n} (hi : i ∈ S)
    (k : ℕ) (a : S) : maskedVec H S i k a = (fragment H S ^ k) a ⟨i, hi⟩ := by
  induction k generalizing a with
  | zero => simp [maskedVec, Matrix.one_apply, Pi.single_apply, Subtype.ext_iff]
  | succ k ih =>
    rw [maskedVec_succ_apply, if_pos a.2, pow_succ', Matrix.mul_apply]
    -- the sum over all sites collapses to the sites of the fragment
    have h1 : ∑ b ∈ S, H a b * maskedVec H S i k b = ∑ b, H a b * maskedVec H S i k b :=
      Finset.sum_subset (Finset.subset_univ S) (fun b _ hb => by
        rw [maskedVec_outside H hi k hb, mul_zero])
    rw [← h1, ← Finset.sum_coe_sort S (fun b => H a b * maskedVec H S i k b)]
    refine Finset.sum_congr rfl (fun b _ => ?_)
    rw [ih b]
    rfl

/-- The open chain of three sites with unit hopping between neighbours. -/
def chain3 : Matrix (Fin 3) (Fin 3) ℤ := !![0, 1, 0; 1, 0, 1; 0, 1, 0]

/-- On the three-site chain, the fragment of the first two sites contains all layers up to
`m = 1` around the end site, and the fourth power (degree `2 m + 2`) has diagonal entry `1`
at that site in the fragment but `2` in the full chain. -/
theorem chain3_sharp :
    IsLayering chain3 0 (fun a => (a : ℕ)) ∧
    (∀ a : Fin 3, (a : ℕ) ≤ 1 → a ∈ ({0, 1} : Finset (Fin 3))) ∧
    (fragment chain3 {0, 1} ^ 4) ⟨0, by decide⟩ ⟨0, by decide⟩ = 1 ∧
    (chain3 ^ 4) 0 0 = 2 := by
  refine ⟨⟨rfl, by decide +kernel⟩, by decide, ?_, by decide +kernel⟩
  rw [← maskedVec_inside chain3 (S := {0, 1}) (i := 0) (by decide) 4 ⟨0, by decide⟩]
  decide +kernel

end MaskedFragmentRecursion
```

Compiling this gives:

```
Main.lean:73:19: error: failed to synthesize
  Decidable
    (∀ (a b : Fin 3), chain3 a b ≠ 0 → (fun a => ↑a) a ≤ (fun a => ↑a) b + 1 ∧ (fun a => ↑a) b ≤ (fun a => ↑a) a + 1)

Hint: Additional diagnostic information may be available using the `set_option diagnostics true` command.
```

The repair, with which the file compiles:

```diff
@@ -71,5 +71,9 @@
     (fragment chain3 {0, 1} ^ 4) ⟨0, by decide⟩ ⟨0, by decide⟩ = 1 ∧
     (chain3 ^ 4) 0 0 = 2 := by
-  refine ⟨⟨rfl, by decide +kernel⟩, by decide, ?_, by decide +kernel⟩
+  have hlayer : ∀ a b : Fin 3, chain3 a b ≠ 0 →
+      (a : ℕ) ≤ (b : ℕ) + 1 ∧ (b : ℕ) ≤ (a : ℕ) + 1 := by
+    intro a b
+    fin_cases a <;> fin_cases b <;> simp [chain3]
+  refine ⟨⟨rfl, hlayer⟩, by decide, ?_, by decide +kernel⟩
   rw [← maskedVec_inside chain3 (S := {0, 1}) (i := 0) (by decide) 4 ⟨0, by decide⟩]
   decide +kernel
```

The error falls on the first `decide +kernel`, which was to prove the coupling condition in `IsLayering`. To use `decide`, Lean must first find a `Decidable` instance, that is, a procedure that settles whether the proposition is true. It found none for the condition in the form displayed, so the proof stopped before any case was evaluated. The condition itself is true, and the message does not say which part of it blocked the search.

The repair proves the condition separately as `hlayer`, without asking for that instance. `fin_cases` splits the two site variables into nine pairs, and `simp [chain3]` settles each pair from the matrix entries and the layer numbers. `hlayer` writes the layer numbers directly as `(a : ℕ)` and `(b : ℕ)`, where the displayed goal has unreduced applications such as `(fun a => ↑a) a`. The two forms are equal by definition, so Lean accepts `hlayer` in the place where `decide +kernel` stood.
